# With a particle-hole factor linear at small momentum, the direct second-order energy of an electron gas converges in two dimensions but not in three

The particle-hole factor $F(q)$ could be a specific integral over the Fermi sea or any function with the right bounds. This note takes the second course. $F$ collects the particle-hole pairs available at momentum transfer $q$, weighted by inverse free-electron excitation energies, with the overall sign removed. At small $q$, Pauli blocking leaves each of the two excited electrons a phase space proportional to $q$, and the energy denominator is also of order $q$, so $F\sim q^2/q=q$. At large $q$ blocking disappears and the denominator grows as $q^2$. These estimates are assumed, with constants $c$ and $C$ and $q$ in units that put the crossover at 1.

```lean
import Mathlib

open MeasureTheory Set

namespace ElectronGasSecondOrder

noncomputable section

/-- The bounds on the particle-hole factor `F` at momentum transfer `q > 0`: it is continuous and
nonnegative, linear in `q` up to constants for `q ≤ 1`, and at most `C / q ^ 2` for `q ≥ 1`. -/
structure IsPairFactor (F : ℝ → ℝ) (c C : ℝ) : Prop where
  cont : ContinuousOn F (Ioi 0)
  nonneg : ∀ q, 0 < q → 0 ≤ F q
  c_pos : 0 < c
  lower : ∀ q, 0 < q → q ≤ 1 → c * q ≤ F q
  upper : ∀ q, 0 < q → q ≤ 1 → F q ≤ C * q
  tail : ∀ q, 1 ≤ q → F q ≤ C / q ^ 2
```

Defining $F$ by its Fermi-sea integral would turn these bounds into theorems to be proved, and the result would then concern the gas itself without assumptions on $F$.

## A $1/r$ interaction in at least two dimensions

In $d\ge2$ dimensions the transform of $1/r$ is proportional to $v(q)=1/q^{d-1}$. The energy integrand is $v(|\mathbf q|)^2F(|\mathbf q|)$; spin factors, other prefactors and the exchange term are left out. Momentum space is `EuclideanSpace ℝ (Fin d)`.

```lean
/-- The Coulomb interaction `1/r` in momentum space, up to a constant factor, in `d ≥ 2`
dimensions and for `q > 0`. -/
def coulomb (d : ℕ) (q : ℝ) : ℝ := 1 / q ^ (d - 1)

/-- Up to a constant factor, the integrand of the direct second-order energy at momentum transfer `q
≠ 0` in `d ≥ 2` dimensions: the squared Coulomb interaction times the particle-hole factor. -/
def directIntegrand (d : ℕ) (F : ℝ → ℝ) (q : EuclideanSpace ℝ (Fin d)) : ℝ :=
  coulomb d ‖q‖ ^ 2 * F ‖q‖
```

With $S_d$ the area of the unit sphere, polar coordinates give

$$\int v^2F\,d^dq=S_d\int_0^\infty q^{d-1}\frac{F(q)}{q^{2(d-1)}}\,dq=S_d\int_0^\infty\frac{F(q)}{q^{d-1}}\,dq .$$

In Lean, `integrable_fun_norm_addHaar` supplies the shell factor, and `field_simp` cancels it against one Coulomb factor.

```lean
/-- In polar coordinates, the direct second-order integrand is integrable over momentum space
exactly when `F q / q ^ (d - 1)` is integrable over `q > 0`. -/
theorem integrable_iff_radial {d : ℕ} (hd : 2 ≤ d) (F : ℝ → ℝ) :
    Integrable (directIntegrand d F) ↔
      IntegrableOn (fun q : ℝ => F q / q ^ (d - 1)) (Ioi 0) := by
  have : Nonempty (Fin d) := ⟨⟨0, by omega⟩⟩
  have : Nontrivial (EuclideanSpace ℝ (Fin d)) := inferInstance
  have h := integrable_fun_norm_addHaar
    (μ := (volume : Measure (EuclideanSpace ℝ (Fin d))))
    (f := fun r : ℝ => coulomb d r ^ 2 * F r)
  rw [finrank_euclideanSpace_fin] at h
  refine h.trans (integrableOn_congr_fun ?_ measurableSet_Ioi)
  intro q hq
  -- the shell area cancels one of the two Coulomb factors
  have hp : q ^ (d - 1) ≠ 0 := pow_ne_zero _ (ne_of_gt hq)
  simp only [smul_eq_mul, coulomb]
  generalize q ^ (d - 1) = p at hp ⊢
  field_simp
```

The hypothesis `2 ≤ d` keeps the formula for $v$ physical. At $d=1$ it would give a constant, the integral would converge, and "only $d=2$" would fail. The form of $v$ matters too: a logarithmic potential in the plane has $v\propto1/q^2$, which gives $F/q^3$ and a divergence.

## Upper bounds, sign and continuity give convergence in the plane

For $d=2$ the radial integrand is $F(q)/q$. If $0<q\le1$, then `upper` gives $F(q)/q\le C$. If $q>1$, then `tail` gives $F(q)/q\le F(q)\le C/q^2$. Hence

$$\int_0^\infty\frac{F(q)}q\,dq\le\int_0^1C\,dq+\int_1^\infty\frac{C}{q^2}\,dq=2C .$$

The proof makes the same split, with `Integrable.mono'` for each comparison, and joins the two ranges.

```lean
/-- The two-dimensional radial integrand `F q / q` is integrable over all `q > 0`. -/
theorem integrableOn_two_dim {F : ℝ → ℝ} {c C : ℝ} (h : IsPairFactor F c C) :
    IntegrableOn (fun q : ℝ => F q / q) (Ioi 0) := by
  have hcont : ContinuousOn (fun q : ℝ => F q / q) (Ioi 0) :=
    h.cont.div continuousOn_id (fun q hq => ne_of_gt hq)
  -- small momentum transfer: the integrand is bounded
  have h1 : IntegrableOn (fun q : ℝ => F q / q) (Ioc 0 1) := by
    have hg : IntegrableOn (fun _ : ℝ => C) (Ioc 0 1) :=
      integrableOn_const (by simp)
    refine Integrable.mono' hg
      ((hcont.mono (fun q hq => hq.1)).aestronglyMeasurable measurableSet_Ioc) ?_
    refine (ae_restrict_iff' measurableSet_Ioc).2 (Filter.Eventually.of_forall ?_)
    intro q hq
    rw [Real.norm_of_nonneg (div_nonneg (h.nonneg q hq.1) hq.1.le), div_le_iff₀ hq.1]
    exact h.upper q hq.1 hq.2
  -- large momentum transfer: comparison with an inverse square
  have h2 : IntegrableOn (fun q : ℝ => F q / q) (Ioi 1) := by
    have hg : IntegrableOn (fun q : ℝ => C * q ^ (-2 : ℝ)) (Ioi 1) :=
      (integrableOn_Ioi_rpow_of_lt (by norm_num) one_pos).const_mul C
    have hsub : Ioi (1 : ℝ) ⊆ Ioi (0 : ℝ) := Ioi_subset_Ioi zero_le_one
    have hmeas : AEStronglyMeasurable (fun q : ℝ => F q / q) (volume.restrict (Ioi 1)) :=
      (hcont.mono hsub).aestronglyMeasurable measurableSet_Ioi
    refine Integrable.mono' hg hmeas ?_
    refine (ae_restrict_iff' measurableSet_Ioi).2 (Filter.Eventually.of_forall ?_)
    intro q hq
    have hq1 : 1 < q := hq
    have hq0 : 0 < q := lt_trans one_pos hq1
    rw [Real.norm_of_nonneg (div_nonneg (h.nonneg q hq0) hq0.le),
      Real.rpow_neg hq0.le, Real.rpow_two, ← div_eq_mul_inv]
    exact (div_le_self (h.nonneg q hq0) hq1.le).trans (h.tail q hq1.le)
  rw [← Ioc_union_Ioi_eq_Ioi (zero_le_one' ℝ)]
  exact h1.union h2
```

Each assumption has its own task:

- **`upper`** controls small $q$. Without it, $F$ could be constant there, and $1/q$ diverges.
- **`tail`** controls large $q$. Without it, $F(q)=q$ would be allowed, and $F(q)/q=1$ is not integrable.
- **`nonneg`** turns upper bounds into bounds on $|F|$. Without it, $F$ could be large and negative beyond $q=1$.
- **`cont`** supplies measurability, for which a measurable $F$ would also do.

## A positive lower bound forces divergence above two dimensions

The bound `lower`, with $c>0$, says that low-energy pairs really are present, as in a metal. For $k\ge2$ and $0<q<1$ we have $q^k\le q^2$, so

$$\frac{F(q)}{q^k}\ge\frac{cq}{q^2}=\frac cq,\qquad \int_\varepsilon^1\frac cq\,dq=c\ln\frac1\varepsilon\to\infty\quad(\varepsilon\to0).$$

Lean argues by contradiction: integrability of $F/q^k$ would pass to $1/q$, which `intervalIntegrable_inv_iff` excludes.

```lean
/-- For every power `k ≥ 2`, the function `F q / q ^ k` is not integrable on `(0, 1)`; the
three-dimensional radial integrand is the case `k = 2`. -/
theorem not_integrableOn_small {F : ℝ → ℝ} {c C : ℝ} (h : IsPairFactor F c C)
    {k : ℕ} (hk : 2 ≤ k) :
    ¬ IntegrableOn (fun q : ℝ => F q / q ^ k) (Ioo 0 1) := by
  intro hint
  -- integrability would carry over to `1 / q`
  have hinv : IntegrableOn (fun q : ℝ => q⁻¹) (Ioo 0 1) := by
    refine Integrable.mono' (hint.const_mul c⁻¹) measurable_inv.aestronglyMeasurable ?_
    refine (ae_restrict_iff' measurableSet_Ioo).2 (Filter.Eventually.of_forall ?_)
    intro q hq
    have hq0 : 0 < q := hq.1
    have hc := h.c_pos
    have hpow : q ^ k ≤ q ^ 2 := pow_le_pow_of_le_one hq0.le hq.2.le hk
    have key : c * q⁻¹ ≤ F q / q ^ k := by
      rw [le_div_iff₀ (pow_pos hq0 k)]
      calc c * q⁻¹ * q ^ k ≤ c * q⁻¹ * q ^ 2 :=
            mul_le_mul_of_nonneg_left hpow (by positivity)
        _ = c * q := by field_simp
        _ ≤ F q := h.lower q hq0 hq.2.le
    rw [Real.norm_of_nonneg (inv_nonneg.2 hq0.le)]
    calc q⁻¹ = c⁻¹ * (c * q⁻¹) := by field_simp
      _ ≤ c⁻¹ * (F q / q ^ k) := mul_le_mul_of_nonneg_left key (by positivity)
  have hI := (intervalIntegrable_iff_integrableOn_Ioo_of_le (zero_le_one' ℝ)).2 hinv
  rw [intervalIntegrable_inv_iff] at hI
  simp at hI
```

Without this bound, $F$ could vanish as $q^3$, and the three-dimensional integral would converge. Setting $k=d-1$ gives divergence for every $d\ge3$. Together with the convergence already shown for $d=2$, this is the equivalence below, where `Integrable` means absolute convergence.

```lean
/-- If `F` satisfies the bounds in `IsPairFactor`, then in `d ≥ 2` dimensions the integral of
`directIntegrand d F` over momentum space converges absolutely if and only if `d = 2`. -/
theorem direct_energy_converges_iff {F : ℝ → ℝ} {c C : ℝ} (h : IsPairFactor F c C)
    {d : ℕ} (hd : 2 ≤ d) :
    Integrable (directIntegrand d F) ↔ d = 2 := by
  rw [integrable_iff_radial hd]
  constructor
  · intro hint
    by_contra hne
    exact not_integrableOn_small h (k := d - 1) (by omega)
      (hint.mono_set (fun q hq => hq.1))
  · rintro rfl
    simpa using integrableOn_two_dim h
```

For electronic structure, the divergence at $d=3$ is the infrared failure of second-order perturbation theory in a three-dimensional metal, seen here in the direct term of a uniform gas with free-electron excitation energies. MP2 uses Hartree–Fock energies instead, and in this gas their slope diverges logarithmically at the Fermi surface. Then $F\sim q/\ln(1/q)$ at small $q$, so `lower` fails and the theorem does not apply, although the integral of $1/(q\ln(1/q))$ near $q=0$ still diverges.

## Both linear bounds fix the logarithm

In three dimensions, $c/q\le F(q)/q^2\le C/q$ on $[\varepsilon,1]$. Integrating gives bounds proportional to $\ln(1/\varepsilon)$; `integral_mono_on` performs the two comparisons. Without `upper`, the growth could be faster than logarithmic.

```lean
/-- With an infrared cutoff `ε`, the three-dimensional radial integral from `ε` to `1` lies
between `c * log (1 / ε)` and `C * log (1 / ε)`. -/
theorem three_dim_log_bounds {F : ℝ → ℝ} {c C ε : ℝ} (h : IsPairFactor F c C)
    (hε : 0 < ε) (hε1 : ε ≤ 1) :
    c * Real.log (1 / ε) ≤ ∫ q in ε..1, F q / q ^ 2 ∧
      ∫ q in ε..1, F q / q ^ 2 ≤ C * Real.log (1 / ε) := by
  have hpos : ∀ q ∈ Icc ε 1, 0 < q := fun q hq => lt_of_lt_of_le hε hq.1
  have hF : IntervalIntegrable (fun q : ℝ => F q / q ^ 2) volume ε 1 :=
    ContinuousOn.intervalIntegrable_of_Icc hε1
      ((h.cont.mono hpos).div (by fun_prop) (fun q hq => pow_ne_zero 2 (hpos q hq).ne'))
  have hG : ∀ a : ℝ, IntervalIntegrable (fun q : ℝ => a * q⁻¹) volume ε 1 := fun a =>
    ContinuousOn.intervalIntegrable_of_Icc hε1
      (continuousOn_const.mul (continuousOn_id.inv₀ (fun q hq => (hpos q hq).ne')))
  have hlog : ∀ a : ℝ, ∫ q in ε..1, a * q⁻¹ = a * Real.log (1 / ε) := fun a => by
    rw [intervalIntegral.integral_const_mul, integral_inv_of_pos hε one_pos]
  have hcancel : ∀ a q : ℝ, 0 < q → a * q⁻¹ * q ^ 2 = a * q := fun a q hq => by
    field_simp
  constructor
  · rw [← hlog c]
    refine intervalIntegral.integral_mono_on hε1 (hG c) hF (fun q hq => ?_)
    rw [le_div_iff₀ (pow_pos (hpos q hq) 2), hcancel c q (hpos q hq)]
    exact h.lower q (hpos q hq) hq.2
  · rw [← hlog C]
    refine intervalIntegral.integral_mono_on hε1 hF (hG C) (fun q hq => ?_)
    rw [div_le_iff₀ (pow_pos (hpos q hq) 2), hcancel C q (hpos q hq)]
    exact h.upper q (hpos q hq) hq.2
```

## An explicit factor, with numbers

The function $F(q)=q/(1+q^3)$ meets every assumption with $c=1/2$ and $C=1$. For $q\le1$ the denominator lies between 1 and 2; for $q\ge1$, $q^3\le1+q^3$ gives the tail.

```lean
/-- The function `q / (1 + q ^ 3)` satisfies the bounds on the particle-hole factor with
`c = 1 / 2` and `C = 1`. -/
theorem isPairFactor_witness :
    IsPairFactor (fun q : ℝ => q / (1 + q ^ 3)) (1 / 2) 1 where
  cont := by
    refine continuousOn_id.div (by fun_prop) (fun q hq => ?_)
    have hq0 : 0 < q := hq
    positivity
  nonneg := fun q hq => by positivity
  c_pos := by norm_num
  lower := fun q hq hq1 => by
    have h3 : q ^ 3 ≤ 1 := pow_le_one₀ hq.le hq1
    rw [le_div_iff₀ (by positivity)]
    nlinarith [mul_le_mul_of_nonneg_left h3 hq.le]
  upper := fun q hq _ => by
    rw [div_le_iff₀ (by positivity)]
    nlinarith [pow_pos hq 4]
  tail := fun q hq => by
    have hq0 : 0 < q := lt_of_lt_of_le one_pos hq
    rw [div_le_div_iff₀ (by positivity) (by positivity)]
    nlinarith

end

end ElectronGasSecondOrder
```

```lean
#print axioms ElectronGasSecondOrder.direct_energy_converges_iff
-- 'ElectronGasSecondOrder.direct_energy_converges_iff' depends on axioms: [propext, Classical.choice, Quot.sound]
#print axioms ElectronGasSecondOrder.three_dim_log_bounds
-- 'ElectronGasSecondOrder.three_dim_log_bounds' depends on axioms: [propext, Classical.choice, Quot.sound]
```

For this $F$ at $\varepsilon=0.1$, the three-dimensional radial integral is

$$\int_{0.1}^1\frac{dq}{q(1+q^3)}=\left[\ln q-\tfrac13\ln(1+q^3)\right]_{0.1}^1\approx2.072,$$

between $\tfrac12\ln10\approx1.151$ and $\ln10\approx2.303$. The two-dimensional radial integral over all $q>0$ is $2\pi/(3\sqrt3)\approx1.209$, below $2C=2$.
